# Positive RPA norm on a real-frequency eigenspace excludes Jordan blocks there

Let $A$ and $B$ be real symmetric matrices, let $w$ be a real frequency, and let

$$M=\begin{pmatrix}A&B\\-B&-A\end{pmatrix}.$$

If every nonzero real solution $(X,Y)$ of $M(X,Y)=w(X,Y)$ has $X\cdot X-Y\cdot Y>0$, then $(M-w)^2u=0$ implies $(M-w)u=0$ for every real $u$. The same holds for every higher power of $M-w$, so every Jordan block of $M$ at $w$ has size one. In the title and below, "Jordan block" and "Jordan chain" mean one of size at least two. For linear-response TDDFT or RPA in a finite basis, with real orbitals and frequency-independent $A$ and $B$, this means that a root whose eigenvectors all have positive norm is not defective.

## Amplitudes and the response matrix

The index type `n` labels the occupied–virtual pairs and is finite. An amplitude vector is a real function on `n ⊕ n`: its values on the left copy are the excitation amplitudes $X$, and those on the right copy are the de-excitation amplitudes $Y$.

In Lean 4 with Mathlib:

```lean
import Mathlib

open Matrix

namespace RPADefiniteNorm

variable {n : Type*} [Fintype n] [DecidableEq n]
```

The matrix $M$ is assembled from its four blocks. With this sign convention the eigenvalue equation reads $AX+BY=wX$ and $-BX-AY=wY$.

```lean
/-- The RPA (Casida) matrix `[[A, B], [-B, -A]]` acting on pairs of excitation and
de-excitation amplitudes. -/
def casida (A B : Matrix n n ℝ) : Matrix (n ⊕ n) (n ⊕ n) ℝ :=
  fromBlocks A B (-B) (-A)
```

Jordan blocks at $w$ concern the powers of $N=M-w$, where $w$ stands for $w$ times the identity.

```lean
/-- The RPA matrix shifted by a real frequency, `M - w`. -/
def shifted (A B : Matrix n n ℝ) (w : ℝ) : Matrix (n ⊕ n) (n ⊕ n) ℝ :=
  casida A B - w • (1 : Matrix (n ⊕ n) (n ⊕ n) ℝ)
```

$M$ is not symmetric in general, so the ordinary dot product is of little help. The useful product of $u=(X,Y)$ and $v=(X',Y')$ is

$$[u,v]=X\cdot X'-Y\cdot Y'.$$

As soon as there is at least one pair, it is indefinite: $[v,v]$ can be positive, negative or zero for nonzero $v$. "Norm" below means $[v,v]$, without a square root.

```lean
/-- The indefinite RPA inner product `X·X' - Y·Y'` of two amplitude vectors. -/
def rpaForm (u v : n ⊕ n → ℝ) : ℝ :=
  (u ∘ Sum.inl) ⬝ᵥ (v ∘ Sum.inl) - (u ∘ Sum.inr) ⬝ᵥ (v ∘ Sum.inr)
```

Acting with the shifted matrix gives $Nu=Mu-wu$, so $Nu=0$ and $Mu=wu$ are the same equation.

```lean
/-- The shifted matrix sends `u` to `M u - w u`. -/
theorem shifted_mulVec (A B : Matrix n n ℝ) (w : ℝ) (u : n ⊕ n → ℝ) :
    shifted A B w *ᵥ u = casida A B *ᵥ u - w • u := by
  rw [shifted, Matrix.sub_mulVec, Matrix.smul_mulVec, Matrix.one_mulVec]
```

## Self-adjointness in the RPA product

Writing out both sides for $u=(X,Y)$ and $v=(X',Y')$ gives

$$[Mu,v]=(AX+BY)\cdot X'+(BX+AY)\cdot Y',$$

$$[u,Mv]=X\cdot(AX'+BY')+Y\cdot(BX'+AY').$$

The minus signs in the lower row of $M$ have cancelled the minus sign in the product. Since $A$ and $B$ are symmetric, each can be moved across the dot product, and the two expressions agree term by term. In the proof, `move` is this transfer of a symmetric block, and `ring` compares the resulting terms.

```lean
omit [DecidableEq n] in
/-- For symmetric `A` and `B` the RPA matrix is self-adjoint in the RPA inner product. -/
theorem casida_selfAdjoint {A B : Matrix n n ℝ} (hA : A.IsSymm) (hB : B.IsSymm)
    (u v : n ⊕ n → ℝ) :
    rpaForm (casida A B *ᵥ u) v = rpaForm u (casida A B *ᵥ v) := by
  -- a symmetric block can be moved across the ordinary dot product
  have move : ∀ {S : Matrix n n ℝ}, S.IsSymm → ∀ x y : n → ℝ,
      (S *ᵥ x) ⬝ᵥ y = x ⬝ᵥ (S *ᵥ y) := by
    intro S hS x y
    rw [Matrix.dotProduct_mulVec, ← Matrix.mulVec_transpose, hS.eq]
  simp only [rpaForm, casida, Matrix.fromBlocks_mulVec, Sum.elim_comp_inl,
    Sum.elim_comp_inr, Matrix.neg_mulVec, add_dotProduct, dotProduct_add,
    neg_dotProduct, dotProduct_neg, move hA, move hB]
  ring
```

Subtracting $w[u,v]$ from both sides gives $[Nu,v]=[u,Nv]$. This uses that $w$ is a real number and can be taken out of either argument.

```lean
/-- For symmetric `A` and `B` the shifted RPA matrix `M - w` is self-adjoint in the RPA inner
product. -/
theorem shifted_selfAdjoint {A B : Matrix n n ℝ} (hA : A.IsSymm) (hB : B.IsSymm)
    (w : ℝ) (u v : n ⊕ n → ℝ) :
    rpaForm (shifted A B w *ᵥ u) v = rpaForm u (shifted A B w *ᵥ v) := by
  have h := casida_selfAdjoint hA hB u v
  have e1 : ∀ a b : n ⊕ n → ℝ,
      (a - w • b) ∘ Sum.inl = a ∘ Sum.inl - w • (b ∘ Sum.inl) := fun _ _ => rfl
  have e2 : ∀ a b : n ⊕ n → ℝ,
      (a - w • b) ∘ Sum.inr = a ∘ Sum.inr - w • (b ∘ Sum.inr) := fun _ _ => rfl
  rw [shifted_mulVec, shifted_mulVec]
  unfold rpaForm at h ⊢
  simp only [e1, e2, sub_dotProduct, dotProduct_sub, smul_dotProduct, dotProduct_smul,
    smul_eq_mul]
  linarith
```

## A Jordan chain produces a null eigenvector

Suppose $N^2u=0$ and set $v=Nu$. Then $Nv=0$, so $v$ is an eigenvector or zero. Its norm is

$$[v,v]=[Nu,v]=[u,Nv]=[u,0]=0.$$

If no nonzero eigenvector at $w$ has zero norm, then $v=0$, that is, $Mu=wu$.

Higher powers follow by induction on $k$, with the assumption $N^{k+1}u=0$. For $k=0$ the assumption is already the eigenvalue equation. For the next step, $N^{k+2}u=0$ says that $N^{k+1}v=0$ with $v=Nu$. The induction hypothesis makes $v$ satisfy $Mv=wv$, and the calculation above then gives $v=0$. In the code, `hv` is the eigenvalue equation for $v$, `hnull` its vanishing norm, and `hz` the conclusion $v=0$.

```lean
/-- For symmetric `A` and `B`: if no eigenvector at the real frequency `w` has zero RPA norm, every
generalized eigenvector at `w`, of any order, is an ordinary eigenvector. -/
theorem no_jordan_of_norm_ne_zero {A B : Matrix n n ℝ} (hA : A.IsSymm) (hB : B.IsSymm)
    (w : ℝ) (h : ∀ v : n ⊕ n → ℝ, v ≠ 0 → casida A B *ᵥ v = w • v → rpaForm v v ≠ 0)
    (k : ℕ) (u : n ⊕ n → ℝ) (hu : (shifted A B w ^ (k + 1)) *ᵥ u = 0) :
    casida A B *ᵥ u = w • u := by
  induction k generalizing u with
  | zero =>
    rw [zero_add, pow_one, shifted_mulVec] at hu
    exact sub_eq_zero.1 hu
  | succ k ih =>
    -- the induction hypothesis makes `v = (M - w) u` an eigenvector
    have hv := ih (shifted A B w *ᵥ u) (by
      rw [Matrix.mulVec_mulVec, ← pow_succ]
      exact hu)
    have hv0 : shifted A B w *ᵥ (shifted A B w *ᵥ u) = 0 := by
      rw [shifted_mulVec A B w (shifted A B w *ᵥ u)]
      exact sub_eq_zero.2 hv
    -- its norm vanishes by self-adjointness
    have hnull : rpaForm (shifted A B w *ᵥ u) (shifted A B w *ᵥ u) = 0 := by
      rw [shifted_selfAdjoint hA hB, hv0]
      simp [rpaForm]
    have hz : shifted A B w *ᵥ u = 0 := by
      by_contra hne
      exact h _ hne hv hnull
    rw [shifted_mulVec] at hz
    exact sub_eq_zero.1 hz
```

This theorem asks only for nonzero norms, so it also covers eigenspaces on which the norm is negative.

## The positive-norm criterion

In the main theorem the hypothesis `hpos` is written as the two coupled RPA equations. It says that whenever $X$ and $Y$ are not both zero and

$$AX+BY=wX,\qquad -BX-AY=wY,$$

then $X\cdot X-Y\cdot Y>0$. The conclusion is that $(M-w)^{k+1}u=0$ implies $Mu=wu$, for every natural number $k$ and every real $u$; the case $k=1$ is the statement about $(M-w)^2$.

Positivity is assumed here, not derived from $A$ and $B$. Physically it says that every real solution at $w$ has more excitation than de-excitation weight. It must hold for the whole eigenspace, including all linear combinations of degenerate solutions. If $w$ is not an eigenvalue, the hypothesis is empty and the conclusion leaves only $u=0$.

The proof splits the eigenvalue equation into its upper and lower blocks, `h1` and `h2`, and checks that a nonzero $v$ has a nonzero block. A positive norm is then in particular nonzero, and the previous theorem applies.

```lean
/-- Definite norm forbids Jordan blocks: for symmetric `A` and `B`, if every nonzero real solution
`(X, Y)` of the RPA equations at frequency `w` has `X·X - Y·Y > 0`, then `(M - w)^(k+1) u = 0`
implies `M u = w u`. -/
theorem definite_norm_forbids_jordan {A B : Matrix n n ℝ} (hA : A.IsSymm) (hB : B.IsSymm)
    (w : ℝ)
    (hpos : ∀ X Y : n → ℝ, (X ≠ 0 ∨ Y ≠ 0) → A *ᵥ X + B *ᵥ Y = w • X →
      -(B *ᵥ X) - A *ᵥ Y = w • Y → 0 < X ⬝ᵥ X - Y ⬝ᵥ Y)
    (k : ℕ) (u : n ⊕ n → ℝ) (hu : (shifted A B w ^ (k + 1)) *ᵥ u = 0) :
    casida A B *ᵥ u = w • u := by
  refine no_jordan_of_norm_ne_zero hA hB w (fun v hv hev => ?_) k u hu
  -- split the eigenvalue equation into its two blocks
  have h1 := congrArg (fun z => z ∘ Sum.inl) hev
  have h2 := congrArg (fun z => z ∘ Sum.inr) hev
  simp only [casida, Matrix.fromBlocks_mulVec, Sum.elim_comp_inl] at h1
  simp only [casida, Matrix.fromBlocks_mulVec, Sum.elim_comp_inr, Matrix.neg_mulVec] at h2
  have hne : v ∘ Sum.inl ≠ 0 ∨ v ∘ Sum.inr ≠ 0 := by
    by_contra hc
    simp only [not_or, ne_eq, not_not] at hc
    apply hv
    funext i
    cases i with
    | inl i => exact congrFun hc.1 i
    | inr i => exact congrFun hc.2 i
  exact (hpos _ _ hne h1 (by rw [sub_eq_add_neg]; exact h2)).ne'
```

## Positive definite stability matrix

A condition on $A$ and $B$ alone supplies the nonzero norms. Let

$$S=\begin{pmatrix}A&B\\B&A\end{pmatrix}$$

be positive definite, which, when $A$ and $B$ come from the second derivatives of the same energy that the reference orbitals make stationary, as in time-dependent Hartree–Fock, means that the second-order energy change is positive for every nonzero real or imaginary orbital variation of the kind included in $A$ and $B$. For $v=(X,Y)$,

$$v\cdot Sv=X\cdot(AX+BY)+Y\cdot(BX+AY)=[v,Mv].$$

If $Mv=wv$ with $v\neq0$, then $0<v\cdot Sv=w[v,v]$. Hence $[v,v]\neq0$, and it has the sign of $w$; $w=0$ is not an eigenvalue at all. No real frequency, positive or negative, carries a Jordan block. The identity is `hE` in the code, and the contradiction comes from inserting a zero norm into it.

```lean
/-- For symmetric `A` and `B`: if the stability matrix `[[A, B], [B, A]]` is positive definite, the
RPA matrix has no Jordan block at any real frequency. -/
theorem stable_no_jordan {A B : Matrix n n ℝ} (hA : A.IsSymm) (hB : B.IsSymm)
    (hS : ∀ v : n ⊕ n → ℝ, v ≠ 0 → 0 < v ⬝ᵥ (fromBlocks A B B A *ᵥ v))
    (w : ℝ) (k : ℕ) (u : n ⊕ n → ℝ) (hu : (shifted A B w ^ (k + 1)) *ᵥ u = 0) :
    casida A B *ᵥ u = w • u := by
  refine no_jordan_of_norm_ne_zero hA hB w (fun v hv hev hnull => ?_) k u hu
  -- the stability form is the RPA product of `v` with `M v`
  have hE : v ⬝ᵥ (fromBlocks A B B A *ᵥ v) = rpaForm v (casida A B *ᵥ v) := by
    simp only [rpaForm, casida, Matrix.fromBlocks_mulVec, dotProduct,
      Fintype.sum_sum_type, Function.comp_apply, Sum.elim_inl, Sum.elim_inr,
      Matrix.neg_mulVec, Pi.add_apply, Pi.neg_apply]
    rw [sub_eq_add_neg, ← Finset.sum_neg_distrib]
    congr 1
    exact Finset.sum_congr rfl fun i _ => by ring
  have hw : rpaForm v (w • v) = w * rpaForm v v := by
    change (v ∘ Sum.inl) ⬝ᵥ (w • (v ∘ Sum.inl)) - (v ∘ Sum.inr) ⬝ᵥ (w • (v ∘ Sum.inr)) = _
    rw [dotProduct_smul, dotProduct_smul, smul_eq_mul, smul_eq_mul, rpaForm]
    ring
  have hp := hS v hv
  rw [hE, hev, hw, hnull, mul_zero] at hp
  exact lt_irrefl _ hp
```

## One excitation pair in numbers

With a single pair, $A=5$ and $B=3$, the frequencies are $w=\pm\sqrt{25-9}=\pm4$. At $w=4$ the upper equation $5X+3Y=4X$ gives $(X,Y)=(3,-1)$, and the lower one holds as well: $-9+5=-4$. The norm is $9-1=8$, so the normalised vector is $(3,-1)/\sqrt8$. At $w=-4$ the eigenvector $(1,-3)$ has norm $-8$. The stability matrix has eigenvalues $8$ and $2$.

Now take $A=B=1$. Then

$$M=\begin{pmatrix}1&1\\-1&-1\end{pmatrix},\qquad M^2=0.$$

The vector $u=(1,0)$ gives $Mu=(1,-1)\neq0$ and $M^2u=0$, which is a Jordan chain at $w=0$. The eigenvector $(1,-1)$ has norm $1-1=0$, as the derivation requires. The stability matrix has eigenvalues $2$ and $0$, so it is only positive semidefinite.

## When a chain does exist

A null eigenvector is necessary for a Jordan chain, but it is not sufficient. For $A=\mathrm{diag}(1,-1)$ and $B=0$, the matrix $M=\mathrm{diag}(1,-1,-1,1)$ is diagonal. (The stability matrix has negative eigenvalues here, so this would describe an unstable reference state.) Its eigenspace at $w=1$ nevertheless contains a vector of norm $1$ and an orthogonal one of norm $-1$, whose sum is null.

The exact criterion is that some nonzero eigenvector is RPA-orthogonal to the entire eigenspace. Proving it takes two facts about the product. First, every linear functional $f$ has the form $f(x)=[x,y]$. If $e_i$ and $e_i'$ are the unit vectors of the upper and lower blocks, the components of $y$ are $f(e_i)$ above and $-f(e_i')$ below.

```lean
/-- Every linear functional of the amplitudes is the RPA inner product with a fixed vector. -/
theorem rpaForm_represents (f : (n ⊕ n → ℝ) →ₗ[ℝ] ℝ) :
    ∃ y : n ⊕ n → ℝ, ∀ x, f x = rpaForm x y := by
  refine ⟨Sum.elim (fun i => f (fun j => if Sum.inl i = j then 1 else 0))
    (fun i => -f (fun j => if Sum.inr i = j then 1 else 0)), fun x => ?_⟩
  rw [LinearMap.pi_apply_eq_sum_univ f x]
  simp only [rpaForm, dotProduct, Fintype.sum_sum_type, Function.comp_apply, Sum.elim_inl,
    Sum.elim_inr, smul_eq_mul, mul_neg, Finset.sum_neg_distrib, sub_neg_eq_add]
```

Second, only $z=0$ is orthogonal to everything. For $z=(X,Y)$, choosing the test vector $(X,-Y)$ gives $0=X\cdot X+Y\cdot Y$, so both blocks vanish.

```lean
omit [DecidableEq n] in
/-- Only the zero vector is RPA-orthogonal to all amplitude vectors. -/
theorem rpaForm_nondegenerate (z : n ⊕ n → ℝ) (h : ∀ x, rpaForm x z = 0) : z = 0 := by
  -- flipping the sign of the second block turns the form into a sum of squares
  have h0 := h (Sum.elim (z ∘ Sum.inl) (-(z ∘ Sum.inr)))
  simp only [rpaForm, Sum.elim_comp_inl, Sum.elim_comp_inr, neg_dotProduct,
    sub_neg_eq_add] at h0
  have sq : ∀ a : n → ℝ, 0 ≤ a ⬝ᵥ a := fun a =>
    Finset.sum_nonneg fun i _ => mul_self_nonneg (a i)
  have p := sq (z ∘ Sum.inl)
  have q := sq (z ∘ Sum.inr)
  have hl : z ∘ Sum.inl = 0 := dotProduct_self_eq_zero.1 (by linarith)
  have hr : z ∘ Sum.inr = 0 := dotProduct_self_eq_zero.1 (by linarith)
  funext i
  cases i with
  | inl i => exact congrFun hl i
  | inr i => exact congrFun hr i
```

One direction of the criterion is short. Given a chain with $N^2u=0$ and $v=Nu\neq0$, every $y$ with $Ny=0$ satisfies $[v,y]=[u,Ny]=0$.

For the other direction, let $v\neq0$ satisfy $Nv=0$ and be orthogonal to the eigenspace. It suffices to find $u$ with $Nu=v$, since then $N^2u=0$ and $Nu\neq0$. Take any linear functional $f$ that vanishes on the range of $N$, and write $f(x)=[x,y]$. For all $x$,

$$0=f(Nx)=[Nx,y]=[x,Ny],$$

so $Ny=0$ by nondegeneracy. Then $f(v)=[v,y]=0$ by the assumed orthogonality. A vector annihilated by every functional that annihilates the range lies in the range, so the required $u$ exists.

In the code, `R` is the range of $N$. Functionals vanishing on `R` appear as functionals `φ` on the quotient by `R`, and `hmem` records that $v$ belongs to `R`.

```lean
/-- For symmetric `A` and `B`, a Jordan chain of length two exists at `w` exactly when some nonzero
eigenvector at `w` is RPA-orthogonal to the whole eigenspace. -/
theorem jordan_chain_iff {A B : Matrix n n ℝ} (hA : A.IsSymm) (hB : B.IsSymm) (w : ℝ) :
    (∃ u, shifted A B w *ᵥ (shifted A B w *ᵥ u) = 0 ∧ shifted A B w *ᵥ u ≠ 0) ↔
      ∃ v, v ≠ 0 ∧ shifted A B w *ᵥ v = 0 ∧
        ∀ y, shifted A B w *ᵥ y = 0 → rpaForm v y = 0 := by
  constructor
  · rintro ⟨u, h2, h1⟩
    refine ⟨_, h1, h2, fun y hy => ?_⟩
    rw [shifted_selfAdjoint hA hB, hy]
    simp [rpaForm]
  · rintro ⟨v, hv, hNv, horth⟩
    -- `v` is in the range of `M - w`, since every functional killing the range kills `v`
    let R := LinearMap.range (shifted A B w).mulVecLin
    have hmem : v ∈ R := by
      refine (Submodule.Quotient.mk_eq_zero R).1
        ((Module.forall_dual_apply_eq_zero_iff ℝ _).1 fun φ => ?_)
      obtain ⟨y, hy⟩ := rpaForm_represents (φ ∘ₗ R.mkQ)
      have hNy : shifted A B w *ᵥ y = 0 := by
        refine rpaForm_nondegenerate _ fun x => ?_
        rw [← shifted_selfAdjoint hA hB, ← hy]
        have hx : R.mkQ (shifted A B w *ᵥ x) = 0 :=
          (Submodule.Quotient.mk_eq_zero R).2 ⟨x, rfl⟩
        rw [LinearMap.comp_apply, hx, map_zero]
      exact (hy v).trans (horth y hNy)
    obtain ⟨u, hu⟩ := hmem
    have hu' : shifted A B w *ᵥ u = v := hu
    exact ⟨u, by rw [hu', hNv], by rw [hu']; exact hv⟩

end RPADefiniteNorm
```

```lean
#print axioms RPADefiniteNorm.definite_norm_forbids_jordan
#print axioms RPADefiniteNorm.stable_no_jordan
#print axioms RPADefiniteNorm.jordan_chain_iff
```

```
'RPADefiniteNorm.definite_norm_forbids_jordan' depends on axioms: [propext, Classical.choice, Quot.sound]
'RPADefiniteNorm.stable_no_jordan' depends on axioms: [propext, Classical.choice, Quot.sound]
'RPADefiniteNorm.jordan_chain_iff' depends on axioms: [propext, Classical.choice, Quot.sound]
```

## Norms and degenerate roots in a response code

A response code that scales eigenvectors to $X\cdot X-Y\cdot Y=1$ divides each positive-norm vector by $\sqrt{[v,v]}$. At a Jordan block the eigenvector $v=Nu$ from the chain has zero norm, and this scaling fails.

For a degenerate root with a basis $v_1,\dots,v_m$ of its real eigenspace, the quantity to inspect is the matrix $G_{ij}=[v_i,v_j]$. The root satisfies the positive-norm hypothesis when $G$ is positive definite, and it carries a Jordan chain exactly when $G$ is singular. The diagonal entries alone do not decide this, because a singular $G$ can have a nonzero diagonal. In floating-point arithmetic, an eigenvalue of $G$ very close to zero, computed from a well-conditioned basis of vectors of unit length in the ordinary dot product, signals a root close to defective.

The stability condition can be tested on smaller matrices: $S$ is positive definite exactly when $A+B$ and $A-B$ both are. Complex frequencies, which can appear when this condition fails, are not treated by the theorems above.
